# In a one-dimensional hard-wall box with $n$ interior grid points, the three-point kinetic matrix has condition number $\cot^2(\pi/(2n+2))$

An electron of mass $m$ moves in a one-dimensional box with hard walls. Its wavefunction is stored at $n$ interior grid points of spacing $h$, and the second derivative becomes a three-point difference. The kinetic energy is then $\hbar^2/(2mh^2)$ times a matrix $T$ with 2 on the diagonal and $-1$ beside it. A finer grid represents the wavefunction better, but how much harder does it make a linear system with this matrix?

The measure used here is the spectral condition number $\kappa(T)=\|T\|\,\|T^{-1}\|$, where $\|\cdot\|$ is the operator norm induced by the Euclidean norm. It bounds the factor by which a relative error in $b$ can grow in the solution of $Tx=b$. The positive prefactor cancels in $\kappa$, so $T$ suffices.

## Setting

The last `open` line below selects the Euclidean operator norm for matrices.

```lean
import Mathlib

open Matrix
open scoped Real Matrix.Norms.L2Operator

namespace KineticConditionNumber

noncomputable section
```

Lean's `Fin n` counts from 0, so index `i` stands for grid point $i+1$. The matrix is real, with no potential and no interaction.

```lean
/-- The finite-difference kinetic matrix on `n` interior grid points: 2 on the diagonal,
-1 between neighbouring points. -/
def kineticMatrix (n : ℕ) : Matrix (Fin n) (Fin n) ℝ :=
  Matrix.of fun i j => if (i : ℕ) = j then 2 else
    if (i : ℕ) + 1 = j ∨ (j : ℕ) + 1 = i then -1 else 0
```

For a natural number $k$, write $\theta_k=k\pi/(n+1)$ and $\lambda_k=2-2\cos\theta_k$. The latter is `level n k`.

```lean
/-- The number `2 - 2 cos(k π / (n+1))`. -/
def level (n k : ℕ) : ℝ := 2 - 2 * Real.cos (k * π / (n + 1))
```

The standing wave has the value $\sin(j\theta_k)$ at grid point $j=1,\dots,n$. It is not normalised.

```lean
/-- The standing wave `sin(j k π / (n+1))` on the grid points `j = 1, ..., n`. -/
def mode (n k : ℕ) : Fin n → ℝ :=
  fun j => Real.sin ((((j : ℕ) + 1 : ℕ) : ℝ) * (k * π / (n + 1)))
```

The condition number is defined through the two norms, so its relation to the eigenvalues has to be proved. The definition is meant for invertible matrices, since Lean sets the inverse of a singular matrix to zero; (g) proves that $T$ is invertible.

```lean
/-- The spectral condition number: the product of the Euclidean operator norms of a matrix
and of its inverse. -/
def conditionNumber {n : ℕ} (A : Matrix (Fin n) (Fin n) ℝ) : ℝ := ‖A‖ * ‖A⁻¹‖
```

## (a) The matrix as a second difference

Let $f$ be a grid function with $f(0)=f(n+1)=0$. Show that at grid point $i+1$ the matrix gives $2f(i+1)-f(i+2)-f(i)$, for $i=0,\dots,n-1$.

*Solution.* Row $i$ of $T$ has 2 at its own point and $-1$ at each neighbour inside the box. At the ends a neighbour is missing, but its term would be $f(0)$ or $f(n+1)$, which vanishes.

In the proof, `key` splits each summand into these three contributions and `pick` evaluates the resulting sums.

```lean
/-- On a grid function that vanishes at both walls, the kinetic matrix acts as the negative
second difference. -/
theorem kineticMatrix_mulVec {n : ℕ} (f : ℕ → ℝ) (h0 : f 0 = 0) (hn : f (n + 1) = 0)
    (i : Fin n) : (kineticMatrix n *ᵥ fun j => f ((j : ℕ) + 1)) i
      = 2 * f ((i : ℕ) + 1) - f ((i : ℕ) + 1 + 1) - f i := by
  have pick : ∀ (m : ℕ) (c : ℝ),
      ∑ j : Fin n, (if (j : ℕ) = m then c else 0) = if m < n then c else 0 := by
    intro m c
    rw [Fin.sum_univ_eq_sum_range (fun j => if j = m then c else 0) n]
    simp [Finset.sum_ite_eq']
  have key : ∀ j : Fin n, kineticMatrix n i j * f ((j : ℕ) + 1)
      = (if (j : ℕ) = i then 2 * f ((i : ℕ) + 1) else 0)
        - (if (j : ℕ) = i + 1 then f ((i : ℕ) + 1 + 1) else 0)
        - (if (j : ℕ) = i - 1 then f i else 0) := by
    intro j
    have h3 : (if (j : ℕ) = i - 1 then f i else 0) = if (j : ℕ) + 1 = i then f i else 0 := by
      by_cases h : (i : ℕ) = 0
      · simp [h, h0]
      · have : ((j : ℕ) = i - 1) ↔ ((j : ℕ) + 1 = i) := by omega
        simp only [this]
    rw [h3]
    simp only [kineticMatrix, Matrix.of_apply]
    split_ifs <;> first
      | omega
      | (have e : (j : ℕ) = i := by omega
         rw [e]; ring)
      | (have e : (j : ℕ) = i + 1 := by omega
         rw [e]; ring)
      | (have e : (j : ℕ) + 1 = i := by omega
         rw [e]; ring)
      | ring
  have hi := i.isLt
  simp only [Matrix.mulVec, dotProduct]
  rw [Finset.sum_congr rfl fun j _ => key j, Finset.sum_sub_distrib, Finset.sum_sub_distrib,
    pick, pick, pick, if_pos hi, if_pos (by omega : (i : ℕ) - 1 < n)]
  by_cases h : (i : ℕ) + 1 < n
  · rw [if_pos h]
  · have e : (i : ℕ) + 1 = n := by omega
    rw [if_neg h, e, hn]
```

## (b) The standing waves

Show that $T$ maps the standing wave with number $k$ to $\lambda_k$ times itself.

*Solution.* The function $f(j)=\sin(j\theta_k)$ vanishes at $j=0$, and at $j=n+1$ because $\sin(k\pi)=0$. By (a) and the addition formulas,
$$2\sin(j\theta_k)-\sin(j\theta_k+\theta_k)-\sin(j\theta_k-\theta_k)=(2-2\cos\theta_k)\sin(j\theta_k).$$

The statement holds for every natural $k$, including those for which the wave is zero; (d) shows that it is nonzero for $k=1,\dots,n$. In Lean, `hw` is the wall condition, and `e1` and `e2` write the neighbouring phases as shifts by $\theta_k$.

```lean
/-- Each standing wave satisfies the eigenvalue equation of the kinetic matrix. -/
theorem kineticMatrix_mode (n k : ℕ) :
    kineticMatrix n *ᵥ mode n k = level n k • mode n k := by
  ext i
  have hw : Real.sin (((n + 1 : ℕ) : ℝ) * (k * π / (n + 1))) = 0 := by
    have e : ((n + 1 : ℕ) : ℝ) * (k * π / (n + 1)) = k * π := by
      have : (n : ℝ) + 1 ≠ 0 := by positivity
      push_cast
      field_simp
    rw [e, Real.sin_nat_mul_pi]
  have h := kineticMatrix_mulVec (fun m => Real.sin ((m : ℝ) * (k * π / (n + 1))))
    (by simp) hw i
  refine h.trans ?_
  simp only [Pi.smul_apply, smul_eq_mul, mode, level]
  -- the two neighbours are the phases shifted by one grid step
  set t : ℝ := k * π / (n + 1)
  have e1 : (((i : ℕ) + 1 + 1 : ℕ) : ℝ) * t = (((i : ℕ) + 1 : ℕ) : ℝ) * t + t := by
    push_cast; ring
  have e2 : ((i : ℕ) : ℝ) * t = (((i : ℕ) + 1 : ℕ) : ℝ) * t - t := by
    push_cast; ring
  rw [e1, e2, Real.sin_add, Real.sin_sub]
  ring
```

## (c) The order of the levels

Show that $\lambda_k<\lambda_l$ whenever $0\le k<l\le n+1$.

*Solution.* Both angles lie in $[0,\pi]$, where the cosine decreases strictly, so $\cos\theta_l<\cos\theta_k$.

```lean
/-- The levels increase strictly with the quantum number up to `n + 1`. -/
theorem level_lt {n k l : ℕ} (hkl : k < l) (hl : l ≤ n + 1) : level n k < level n l := by
  have hp : (0 : ℝ) < n + 1 := by positivity
  have hl' : (l : ℝ) ≤ n + 1 := by exact_mod_cast hl
  have hkl' : (k : ℝ) < l := by exact_mod_cast hkl
  have h := Real.cos_lt_cos_of_nonneg_of_le_pi (x := k * π / (n + 1)) (y := l * π / (n + 1))
    (by positivity) (by rw [div_le_iff₀ hp]; nlinarith [Real.pi_pos])
    (by gcongr)
  unfold level
  linarith
```

## (d) No other eigenvalues

Show that a real number $\mu$ is an eigenvalue of $T$ exactly when $\mu=\lambda_k$ for some $k=1,\dots,n$.

*Solution.* For these $k$ the first component of the wave is $\sin\theta_k>0$, so the wave is a genuine eigenvector. By (c) the $n$ levels are distinct. Eigenvectors for distinct eigenvalues are linearly independent, so a further eigenvalue would give $n+1$ independent vectors in an $n$-dimensional space, which is impossible.

Lean writes the level as `level n (k + 1)` with `k : Fin n`. The type `Option (Fin n)` labels the $n+1$ vectors, its extra element standing for the supposed new one.

```lean
/-- The eigenvalues of the kinetic matrix are exactly the levels with `k = 1, ..., n`. -/
theorem eigenvalue_iff {n : ℕ} (μ : ℝ) :
    (∃ v, v ≠ 0 ∧ kineticMatrix n *ᵥ v = μ • v) ↔ ∃ k : Fin n, μ = level n (k + 1) := by
  have hne : ∀ k : Fin n, mode n (k + 1) ≠ 0 := by
    intro k h
    have hk := k.isLt
    have h1 := congrFun h ⟨0, by omega⟩
    have hp : (0 : ℝ) < n + 1 := by positivity
    have hk' : ((k + 1 : ℕ) : ℝ) < n + 1 := by exact_mod_cast Nat.succ_lt_succ hk
    have hs : 0 < Real.sin (((k + 1 : ℕ) : ℝ) * π / (n + 1)) :=
      Real.sin_pos_of_pos_of_lt_pi (by positivity)
        (by rw [div_lt_iff₀ hp]; nlinarith [Real.pi_pos])
    simp only [mode, Pi.zero_apply, zero_add, Nat.cast_one, one_mul] at h1
    exact hs.ne' h1
  constructor
  · rintro ⟨v, hv, hTv⟩
    by_contra hcon
    push Not at hcon
    -- a further eigenvalue would give n + 1 independent vectors in dimension n
    let ev : Option (Fin n) → ℝ := fun o => o.elim μ fun k => level n (k + 1)
    let vec : Option (Fin n) → (Fin n → ℝ) := fun o => o.elim v fun k => mode n (k + 1)
    have hinj : Function.Injective ev := by
      rintro (_ | a) (_ | b) h
      · rfl
      · exact absurd h (hcon b)
      · exact absurd h.symm (hcon a)
      · have h' : level n (a + 1) = level n (b + 1) := h
        have ha := a.isLt
        have hb := b.isLt
        rcases lt_trichotomy (a : ℕ) b with hab | hab | hab
        · exact absurd h' (level_lt (by omega) (by omega)).ne
        · rw [Fin.ext hab]
        · exact absurd h' (level_lt (by omega) (by omega)).ne'
    have hli := Module.End.eigenvectors_linearIndependent' (Matrix.mulVecLin (kineticMatrix n))
      ev hinj vec (by
        rintro (_ | k)
        · exact ⟨Module.End.mem_eigenspace_iff.mpr hTv, hv⟩
        · exact ⟨Module.End.mem_eigenspace_iff.mpr (kineticMatrix_mode n (k + 1)), hne k⟩)
    have hc := hli.fintype_card_le_finrank
    simp at hc
  · rintro ⟨k, rfl⟩
    exact ⟨_, hne k, kineticMatrix_mode n (k + 1)⟩
```

## (e) The norm of a symmetric matrix

Let $A$ be real symmetric, with an eigenvalue $\mu$ that is largest in absolute value. Show that $\|A\|=|\mu|$.

*Solution.* Write $A=UDU^{\mathsf T}$ with $U$ orthogonal and $D$ diagonal. Orthogonal factors leave the norm unchanged, and $\|D\|$ is the largest absolute diagonal entry. Each entry is an eigenvalue of $A$, so $\|A\|\le|\mu|$. Conversely, an eigenvector $v$ for $\mu$ gives $|\mu|\,\|v\|=\|Av\|\le\|A\|\,\|v\|$, and $\|v\|>0$ can be divided out.

The two bullets after `le_antisymm` are these two inequalities.

```lean
/-- The Euclidean operator norm of a real symmetric matrix is the absolute value of an
eigenvalue that is largest in absolute value. -/
theorem norm_eq_abs_eigenvalue {n : ℕ} {A : Matrix (Fin n) (Fin n) ℝ} (hA : A.IsHermitian)
    {μ : ℝ} (hμ : ∃ v, v ≠ 0 ∧ A *ᵥ v = μ • v)
    (hmax : ∀ ν : ℝ, (∃ v, v ≠ 0 ∧ A *ᵥ v = ν • v) → |ν| ≤ |μ|) : ‖A‖ = |μ| := by
  apply le_antisymm
  · -- diagonalise by a unitary, which leaves the norm unchanged
    have h := hA.spectral_theorem
    rw [Unitary.conjStarAlgAut_apply] at h
    have h2 := congrArg norm h
    rw [CStarRing.norm_mul_mem_unitary _ (Unitary.star_mem hA.eigenvectorUnitary.2),
      CStarRing.norm_mem_unitary_mul _ hA.eigenvectorUnitary.2,
      Matrix.l2_opNorm_diagonal] at h2
    rw [h2]
    refine (pi_norm_le_iff_of_nonneg (abs_nonneg μ)).2 fun j => ?_
    refine hmax _ ⟨_, ?_, hA.mulVec_eigenvectorBasis j⟩
    intro h0
    apply hA.eigenvectorBasis.orthonormal.ne_zero j
    ext i
    exact congrFun h0 i
  · obtain ⟨v, hv, hAv⟩ := hμ
    have h := Matrix.l2_opNorm_mulVec A (WithLp.toLp 2 v)
    change ‖WithLp.toLp 2 (A *ᵥ v)‖ ≤ _ at h
    rw [hAv, WithLp.toLp_smul, norm_smul] at h
    refine le_of_mul_le_mul_right h (norm_pos_iff.mpr fun h0 => hv ?_)
    simpa using h0
```

## (f) Eigenvalues of the inverse

Let $A$ be invertible and $Av=\mu v$ with $v\ne0$. Show that $\mu\ne0$ and $A^{-1}v=\mu^{-1}v$.

*Solution.* Applying $A^{-1}$ gives $v=\mu A^{-1}v$. Since $v\neq0$, $\mu$ cannot be zero; divide by it.

```lean
/-- An invertible matrix and its inverse share eigenvectors, with reciprocal eigenvalues. -/
theorem inv_mulVec_eigenvector {n : ℕ} {A : Matrix (Fin n) (Fin n) ℝ} (hA : IsUnit A.det)
    {μ : ℝ} {v : Fin n → ℝ} (hv : v ≠ 0) (h : A *ᵥ v = μ • v) :
    μ ≠ 0 ∧ A⁻¹ *ᵥ v = μ⁻¹ • v := by
  have e : A⁻¹ *ᵥ (A *ᵥ v) = v := by
    rw [Matrix.mulVec_mulVec, Matrix.nonsing_inv_mul _ hA, Matrix.one_mulVec]
  rw [h, Matrix.mulVec_smul] at e
  have hμ : μ ≠ 0 := by
    rintro rfl
    exact hv (by rw [← e, zero_smul])
  exact ⟨hμ, (eq_inv_smul_iff₀ hμ).2 e⟩
```

## (g) The condition number

Show that $T$ is invertible and that $\kappa(T)=\cot^2(\pi/(2n+2))$.

*Solution.* Since $\lambda_0=0$, part (c) makes $\lambda_1,\dots,\lambda_n$ positive. Zero is therefore not an eigenvalue, and $T$ is invertible.

Take $n\ge1$. By (e), $\|T\|=\lambda_n$. The inverse is also symmetric. If $\nu$ is one of its eigenvalues, (f) applied to $T^{-1}$ shows that $\nu^{-1}$ is some $\lambda_k$, so $\nu=1/\lambda_k\le1/\lambda_1$. The value $1/\lambda_1$ is attained, hence $\|T^{-1}\|=1/\lambda_1$.

Put $x=\pi/(2n+2)$. Then $\theta_1=2x$ and $\theta_n=\pi-2x$, so
$$\lambda_1=2-2\cos2x=4\sin^2x,\qquad \lambda_n=2+2\cos2x=4\cos^2x,$$
and $\kappa(T)=\lambda_n/\lambda_1=\cot^2x$. For $n=0$ the matrix is empty, with determinant 1 and norm 0, and $\cot(\pi/2)=0$ agrees.

The steps `hT` and `hI` compute the two norms; `a1` and `a2` are the half-angle formulas.

```lean
/-- The kinetic matrix is invertible, and its spectral condition number is
`cot²(π / (2n + 2))`. -/
theorem conditionNumber_kineticMatrix (n : ℕ) : IsUnit (kineticMatrix n).det ∧
    conditionNumber (kineticMatrix n) = Real.cot (π / (2 * n + 2)) ^ 2 := by
  have hpos : ∀ k : Fin n, 0 < level n (k + 1) := fun k => by
    have h := level_lt (n := n) (Nat.succ_pos k) (by have := k.isLt; omega)
    simpa [level] using h
  have hdet : IsUnit (kineticMatrix n).det := by
    rw [isUnit_iff_ne_zero]
    intro h
    obtain ⟨v, hv, h0⟩ := Matrix.exists_mulVec_eq_zero_iff.2 h
    obtain ⟨k, hk⟩ := (eigenvalue_iff 0).1 ⟨v, hv, by rw [h0, zero_smul]⟩
    exact (hpos k).ne hk
  refine ⟨hdet, ?_⟩
  rcases Nat.eq_zero_or_pos n with rfl | hn
  · have h : kineticMatrix 0 = 0 := Subsingleton.elim _ _
    simp [conditionNumber, h, Real.cot_eq_cos_div_sin]
  have hH : (kineticMatrix n).IsHermitian := Matrix.IsHermitian.ext fun i j => by
    simp only [kineticMatrix, Matrix.of_apply, star_trivial]
    split_ifs <;> first | rfl | omega
  have hmono : ∀ k l : ℕ, k ≤ l → l ≤ n → level n k ≤ level n l := fun k l h hl => by
    rcases h.eq_or_lt with rfl | h
    · exact le_rfl
    · exact (level_lt h (by omega)).le
  have h1 : 0 < level n 1 := hpos ⟨0, hn⟩
  have hN : 0 < level n n := h1.trans_le (hmono 1 n hn le_rfl)
  -- the norm of the matrix is its highest level
  have hT : ‖kineticMatrix n‖ = level n n := by
    rw [← abs_of_pos hN]
    refine norm_eq_abs_eigenvalue hH ((eigenvalue_iff _).2 ⟨⟨n - 1, by omega⟩, ?_⟩) ?_
    · simp only [Nat.sub_add_cancel hn]
    · intro ν hν
      obtain ⟨k, rfl⟩ := (eigenvalue_iff ν).1 hν
      rw [abs_of_pos (hpos k), abs_of_pos hN]
      exact hmono _ _ k.isLt le_rfl
  -- the norm of the inverse is the reciprocal of the lowest level
  have hI : ‖(kineticMatrix n)⁻¹‖ = (level n 1)⁻¹ := by
    rw [← abs_of_pos (inv_pos.2 h1)]
    refine norm_eq_abs_eigenvalue hH.inv ?_ ?_
    · obtain ⟨v, hv, h⟩ := (eigenvalue_iff (level n 1)).2 ⟨⟨0, hn⟩, rfl⟩
      exact ⟨v, hv, (inv_mulVec_eigenvector hdet hv h).2⟩
    · rintro ν ⟨v, hv, h⟩
      have h2 := (inv_mulVec_eigenvector
        (Matrix.isUnit_nonsing_inv_det _ hdet) hv h).2
      rw [Matrix.nonsing_inv_nonsing_inv _ hdet] at h2
      obtain ⟨k, hk⟩ := (eigenvalue_iff _).1 ⟨v, hv, h2⟩
      have e : ν = (level n (k + 1))⁻¹ := by rw [← hk, inv_inv]
      rw [e, abs_of_pos (inv_pos.2 (hpos k)), abs_of_pos (inv_pos.2 h1)]
      exact inv_anti₀ h1 (hmono _ _ (by omega) k.isLt)
  -- half-angle formulas
  have hp : (n : ℝ) + 1 ≠ 0 := by positivity
  have a1 : level n 1 = 4 * Real.sin (π / (2 * n + 2)) ^ 2 := by
    have e : ((1 : ℕ) : ℝ) * π / (n + 1) = 2 * (π / (2 * n + 2)) := by
      rw [show (2 : ℝ) * n + 2 = 2 * (n + 1) by ring]
      push_cast
      field_simp
    rw [level, e, Real.cos_two_mul, Real.cos_sq']
    ring
  have a2 : level n n = 4 * Real.cos (π / (2 * n + 2)) ^ 2 := by
    have e : (n : ℝ) * π / (n + 1) = π - 2 * (π / (2 * n + 2)) := by
      rw [show (2 : ℝ) * n + 2 = 2 * (n + 1) by ring]
      field_simp
      ring
    rw [level, e, Real.cos_pi_sub, Real.cos_two_mul]
    ring
  rw [conditionNumber, hT, hI, a1, a2, Real.cot_eq_cos_div_sin, div_pow, ← div_eq_mul_inv,
    mul_div_mul_left _ _ (by norm_num : (4 : ℝ) ≠ 0)]
```

## (h) A bound for grid refinement

Show that $\kappa(T)<(2(n+1)/\pi)^2$.

*Solution.* With $x$ as in (g), $0<x\le\pi/2$. If $x<\pi/2$, then $x<\tan x$ gives $x\cos x<\sin x$; at $x=\pi/2$ this reads $0<1$. Hence $0\le\cot x<1/x=2(n+1)/\pi$, and squaring gives the bound.

In Lean, `hxc` is the inequality between $x\cos x$ and $\sin x$, and `hq` is the one between $\cot x$ and $1/x$.

```lean
/-- The condition number of the kinetic matrix stays below `(2(n+1)/π)²`. -/
theorem conditionNumber_lt (n : ℕ) :
    conditionNumber (kineticMatrix n) < (2 * (n + 1) / π) ^ 2 := by
  rw [(conditionNumber_kineticMatrix n).2]
  have hx : 0 < π / (2 * (n : ℝ) + 2) := by positivity
  have hx2 : π / (2 * (n : ℝ) + 2) ≤ π / 2 := by
    gcongr
    linarith [(Nat.cast_nonneg n : (0 : ℝ) ≤ n)]
  have e : 2 * ((n : ℝ) + 1) / π = 1 / (π / (2 * n + 2)) := by
    rw [one_div_div]
    ring
  rw [e, Real.cot_eq_cos_div_sin]
  set x := π / (2 * (n : ℝ) + 2)
  have hs : 0 < Real.sin x := Real.sin_pos_of_pos_of_lt_pi hx (by linarith [Real.pi_pos])
  have hc : 0 ≤ Real.cos x := Real.cos_nonneg_of_neg_pi_div_two_le_of_le (by linarith) hx2
  -- the elementary inequality x cos x < sin x
  have hxc : Real.cos x * x < 1 * Real.sin x := by
    rcases hc.eq_or_lt with h | h
    · rw [← h]
      linarith
    · have hlt : x < π / 2 := lt_of_le_of_ne hx2 fun h' => by
        rw [h', Real.cos_pi_div_two] at h
        exact lt_irrefl _ h
      have ht := Real.lt_tan hx hlt
      rw [Real.tan_eq_sin_div_cos, lt_div_iff₀ h] at ht
      linarith
  have hq : Real.cos x / Real.sin x < 1 / x := by
    rw [div_lt_div_iff₀ hs hx]
    exact hxc
  have hq0 : 0 ≤ Real.cos x / Real.sin x := div_nonneg hc hs.le
  nlinarith

end

end KineticConditionNumber
```

```lean
#print axioms KineticConditionNumber.conditionNumber_kineticMatrix
#print axioms KineticConditionNumber.conditionNumber_lt
```

```
'KineticConditionNumber.conditionNumber_kineticMatrix' depends on axioms: [propext, Classical.choice, Quot.sound]
'KineticConditionNumber.conditionNumber_lt' depends on axioms: [propext, Classical.choice, Quot.sound]
```

## In an actual calculation

For this one-dimensional, potential-free model the formula gives a quick check of a real-space code: assemble $T$ and compare `numpy.linalg.cond(T, 2)` with `1/numpy.tan(numpy.pi/(2*n+2))**2`. For $n=99$ both should be about 4052.

The same matrix appears, up to a factor, when Poisson's equation is solved on such a grid with the potential fixed at the ends. Since $x\cot x\to1$ as $x\to0$, the bound in (h) is close for large $n$, and halving $h$ in a fixed box roughly quadruples $\kappa$. For the conjugate gradient method without preconditioning, the usual estimate of the number of iterations needed for a given accuracy grows like $\sqrt\kappa$, so this estimate roughly doubles. These scaling remarks rest on the limit, which the Lean file does not treat.
